# In TD-DFTB with Mulliken transition charges, excitations that change parity under reflection in the molecular plane are singlet–triplet degenerate

The reflection in the plane of a planar molecule is represented here by a diagonal matrix \(P=\mathrm{diag}(p)\) acting on atomic-orbital coefficients. This works because the reflection leaves every atom in place: an s function or an in-plane p function is multiplied by \(+1\), an out-of-plane p function by \(-1\). It presupposes p functions aligned with the plane, and it excludes symmetry operations that exchange atoms. The physical entries are \(\pm1\), but the proofs allow any real \(p_\mu\).

The index types are `ι` for atomic orbitals, `α` for atoms, `o` and `v` for occupied and virtual orbitals, and `τ` for a general set of excitations. All are finite.

```lean
import Mathlib

open Matrix

namespace TDDFTBDegeneracy

noncomputable section

variable {ι α τ o v : Type*} [Fintype ι] [DecidableEq ι] [Fintype α] [DecidableEq α]
  [Fintype τ] [DecidableEq τ] [Fintype o] [DecidableEq o] [Fintype v] [DecidableEq v]
```

Let \(S\) be the overlap matrix and let \(c,d\) be the coefficient vectors of two molecular orbitals. The Mulliken transition charge on atom \(A\) is

\[
q_A=\tfrac12\sum_{\mu\in A}\bigl[c_\mu (Sd)_\mu+d_\mu (Sc)_\mu\bigr].
\]

The map `atom` says which atom carries orbital \(\mu\), and `*ᵥ` is the matrix–vector product.

```lean
/-- Mulliken transition charge on atom `A` between the orbitals with coefficients `c` and `d`,
for overlap matrix `S`; `atom μ` is the atom that carries the atomic orbital `μ`. -/
def transitionCharge (atom : ι → α) (S : Matrix ι ι ℝ) (c d : ι → ℝ) (A : α) : ℝ :=
  (∑ μ, if atom μ = A then c μ * (S *ᵥ d) μ + d μ * (S *ᵥ c) μ else 0) / 2
```

For excitations \(x,y\) with single-particle energies \(\omega_x,\omega_y\), charge vectors \(q_x,q_y\) over the atoms and an atomic kernel \(K\), the Casida matrix is

\[
\Omega_{xy}=\delta_{xy}\,\omega_x^2+4\sqrt{\omega_x\omega_y}\;q_x^{T}Kq_y .
\]

Its eigenvalues are squared excitation energies. The factor 4 is the closed-shell convention, in which the singlet and triplet problems differ only in \(K\). The kernel is any real matrix that does not depend on frequency.

```lean
/-- Casida matrix `δ ω² + 4 √(ω ω') qᵀ K q'` for single-particle excitations with nonnegative
energies `ω`, transition charges `q` and atomic kernel `K`. -/
def casida (ω : τ → ℝ) (q : τ → α → ℝ) (K : Matrix α α ℝ) : Matrix τ τ ℝ :=
  Matrix.of fun x y =>
    (if x = y then ω x ^ 2 else 0) + 4 * √(ω x * ω y) * (q x ⬝ᵥ K *ᵥ q y)
```

For TD-DFTB, \(x\) is a pair \((i,a)\) of an occupied and a virtual orbital, and \(\omega_{ia}=\varepsilon_a-\varepsilon_i\). The orbital energies and coefficients are free inputs; they are not required to solve a Kohn–Sham problem. Nonnegative gaps are the intended reading and not a hypothesis, except in part (h), where a positive gap is assumed.

```lean
/-- The Casida matrix of TD-DFTB, indexed by occupied-virtual pairs, built from orbital energies
`εO`, `εV` (each virtual level at or above each occupied one) and coefficients `cO`, `cV`. -/
def responseMatrix (atom : ι → α) (S : Matrix ι ι ℝ) (εO : o → ℝ) (εV : v → ℝ)
    (cO : o → ι → ℝ) (cV : v → ι → ℝ) (K : Matrix α α ℝ) : Matrix (o × v) (o × v) ℝ :=
  casida (fun x => εV x.2 - εO x.1)
    (fun x => transitionCharge atom S (cO x.1) (cV x.2)) K
```

## (a) The overlap preserves parity

Let \(P\) commute with \(S\), and let \(c\) satisfy \(Pc=rc\) for a real number \(r\). Show that

\[
P(Sc)=r\,(Sc).
\]

**Solution.** Move \(P\) through \(S\): \(P(Sc)=(PS)c=(SP)c=S(Pc)=S(rc)=r(Sc)\).

An even orbital has \(r=1\) and an odd one \(r=-1\). The rewrites in the proof follow this chain in order, with `hS.eq` supplying \(PS=SP\). Physically, the commutation says that even and odd atomic orbitals do not overlap.

```lean
/-- If a diagonal matrix commutes with the overlap, then multiplying an orbital by the overlap
preserves its parity `r` under that matrix. -/
theorem overlap_parity {p : ι → ℝ} {S : Matrix ι ι ℝ} (hS : Commute (diagonal p) S)
    {c : ι → ℝ} {r : ℝ} (hc : diagonal p *ᵥ c = r • c) :
    diagonal p *ᵥ (S *ᵥ c) = r • (S *ᵥ c) := by
  rw [Matrix.mulVec_mulVec, hS.eq, ← Matrix.mulVec_mulVec, hc, Matrix.mulVec_smul]
```

## (b) Even times odd, orbital by orbital

Let \(f\) be even, \(Pf=f\), and \(g\) odd, \(Pg=-g\). Show that for every atomic orbital \(\mu\)

\[
f_\mu g_\mu=0 .
\]

**Solution.** In components, \(p_\mu f_\mu=f_\mu\) and \(p_\mu g_\mu=-g_\mu\). Multiply the first equation by \(g_\mu\) and the second by \(f_\mu\). Both left sides are \(p_\mu f_\mu g_\mu\), so \(f_\mu g_\mu=-f_\mu g_\mu\), and the product is zero.

This is stronger than orthogonality, where only the sum over \(\mu\) would vanish. The `linear_combination` step takes half the difference of the two multiplied equations.

```lean
/-- A vector that is even and a vector that is odd under the same diagonal matrix have zero
product at every atomic orbital. -/
theorem even_mul_odd {p f g : ι → ℝ} (hf : diagonal p *ᵥ f = f)
    (hg : diagonal p *ᵥ g = -g) (μ : ι) : f μ * g μ = 0 := by
  have h1 := congrFun hf μ
  have h2 := congrFun hg μ
  simp only [Matrix.mulVec_diagonal, Pi.neg_apply] at h1 h2
  linear_combination (f μ * h2 - g μ * h1) / 2
```

## (c) The transition charges

Let \(P\) commute with \(S\), let \(c\) be even and \(d\) odd. Show that on every atom

\[
q_A=0 .
\]

**Solution.** By (a), \(Sc\) is even and \(Sd\) is odd. By (b), applied to the pairs \((c,Sd)\) and \((Sc,d)\),

\[
c_\mu(Sd)_\mu=0,\qquad (Sc)_\mu d_\mu=0 .
\]

Each term in the sum for \(q_A\) is therefore zero, however the orbitals are distributed over the atoms.

In the proof, `hSc` and `hSd` are the two parities, and `hz` is the vanishing of each orbital's contribution.

A program can form the products \(Sc\) and \(Sd\) once, multiply them elementwise with \(d\) and \(c\), add up the results atom by atom, and halve the sums. For an even–odd pair, the charges then come out as zero up to rounding. If an even and an odd orbital are degenerate, the eigensolver may return mixtures of them, and the parity hypotheses then fail for the orbitals it prints.

```lean
omit [Fintype α] in
/-- If a diagonal matrix commutes with the overlap, all Mulliken transition charges between an
orbital that is even and an orbital that is odd under it vanish. -/
theorem transitionCharge_eq_zero (atom : ι → α) {p : ι → ℝ} {S : Matrix ι ι ℝ}
    (hS : Commute (diagonal p) S) {c d : ι → ℝ}
    (hc : diagonal p *ᵥ c = c) (hd : diagonal p *ᵥ d = -d) :
    transitionCharge atom S c d = 0 := by
  -- the overlap keeps the even orbital even and the odd orbital odd
  have hSc : diagonal p *ᵥ (S *ᵥ c) = S *ᵥ c := by
    have h := overlap_parity hS (c := c) (r := 1) (by rw [hc, one_smul])
    rwa [one_smul] at h
  have hSd : diagonal p *ᵥ (S *ᵥ d) = -(S *ᵥ d) := by
    have h := overlap_parity hS (c := d) (r := -1) (by rw [hd, neg_one_smul])
    rwa [neg_one_smul] at h
  -- hence each atomic orbital contributes nothing
  have hz : ∀ μ, c μ * (S *ᵥ d) μ + d μ * (S *ᵥ c) μ = 0 := fun μ => by
    linear_combination even_mul_odd hc hSd μ + even_mul_odd hSc hd μ
  funext A
  simp [transitionCharge, hz]
```

## (d) An excitation without charges

Let \(q_x=0\) for one excitation \(x\), and let \(e_x\) be its unit vector. Show that for every kernel

\[
\Omega e_x=\omega_x^2\,e_x .
\]

**Solution.** The product \(\Omega e_x\) is column \(x\) of the matrix, with entries

\[
\Omega_{yx}=\delta_{yx}\,\omega_y^2+4\sqrt{\omega_y\omega_x}\;q_y^{T}Kq_x=\delta_{yx}\,\omega_y^2 ,
\]

because \(Kq_x=0\). Only the entry \(y=x\) survives, and it equals \(\omega_x^2\).

In Lean, \(e_x\) is `Pi.single x 1`. The proof takes the column and treats \(y=x\) and \(y\ne x\) separately.

```lean
omit [DecidableEq α] in
/-- An excitation whose transition charges all vanish is an eigenvector of the Casida matrix,
with the square of its single-particle energy as eigenvalue. -/
theorem casida_mulVec_single (ω : τ → ℝ) (q : τ → α → ℝ) (K : Matrix α α ℝ) (x : τ)
    (hq : q x = 0) :
    casida ω q K *ᵥ Pi.single x 1 = ω x ^ 2 • (Pi.single x 1 : τ → ℝ) := by
  ext y
  rw [Matrix.mulVec_single_one]
  rcases eq_or_ne y x with rfl | h
  · simp [casida, hq]
  · simp [casida, hq, h]
```

## (e) The even-to-odd excitation in TD-DFTB

Let \(P\) commute with \(S\), let the occupied orbital \(i\) be even and the virtual orbital \(a\) odd. Write \(\Omega(K)\) for the TD-DFTB Casida matrix with kernel \(K\). Show that for every \(K\)

\[
\Omega(K)\,e_{ia}=(\varepsilon_a-\varepsilon_i)^2\,e_{ia}.
\]

**Solution.** Part (c) gives \(q_{ia}=0\). Part (d), with \(x=(i,a)\) and \(\omega_{ia}=\varepsilon_a-\varepsilon_i\), gives the equation.

Only \(i\) and \(a\) need definite parity; the other orbitals are unrestricted. The parities are assumed here. When the entries of \(P\) are \(\pm1\) and the Hamiltonian commutes with \(P\) as well, every orbital of a nondegenerate level is either even or odd. An odd-to-even excitation is covered by replacing \(P\) with \(-P\), which also commutes with \(S\) and exchanges the two parities.

```lean
/-- If a diagonal matrix commutes with the overlap, occupied orbital `i` is even and virtual
orbital `a` is odd under it, then for every kernel the pure excitation `i → a` is an eigenvector
of the TD-DFTB Casida matrix with eigenvalue `(ε_a - ε_i)²`. -/
theorem excitation_independent_of_kernel (atom : ι → α) {p : ι → ℝ} {S : Matrix ι ι ℝ}
    (hS : Commute (diagonal p) S) (εO : o → ℝ) (εV : v → ℝ)
    (cO : o → ι → ℝ) (cV : v → ι → ℝ) (i : o) (a : v)
    (hi : diagonal p *ᵥ cO i = cO i) (ha : diagonal p *ᵥ cV a = -cV a)
    (K : Matrix α α ℝ) :
    responseMatrix atom S εO εV cO cV K *ᵥ Pi.single (i, a) 1
      = (εV a - εO i) ^ 2 • (Pi.single (i, a) 1 : o × v → ℝ) := by
  unfold responseMatrix
  exact casida_mulVec_single _ _ K (i, a) (transitionCharge_eq_zero atom hS hi ha)
```

## (f) Singlet and triplet

Let \(\gamma\) be the singlet kernel, which describes the Coulomb and exchange–correlation interaction between atomic charge fluctuations, and let \(W\) hold one spin-coupling constant per atom, so that the triplet kernel is \(\mathrm{diag}(W)\). Under the conditions of (e), show that

\[
\Omega(\gamma)\,e_{ia}=(\varepsilon_a-\varepsilon_i)^2e_{ia}
\quad\text{and}\quad
\Omega(\mathrm{diag}\,W)\,e_{ia}=(\varepsilon_a-\varepsilon_i)^2e_{ia}.
\]

**Solution.** Use (e) twice, with \(K=\gamma\) and with \(K=\mathrm{diag}(W)\). For a nonnegative gap, both excitation energies equal \(\varepsilon_a-\varepsilon_i\).

Within the approximation that represents transition densities by atomic Mulliken charges, an n→π* excitation of a planar molecule, from an in-plane lone pair to an out-of-plane π* orbital, therefore has no singlet–triplet splitting. In the output of a calculation that uses the Casida matrix above, without long-range exchange or on-site corrections, the same energy appears in the singlet and the triplet list, equal to the orbital energy difference.

```lean
/-- Singlet-triplet degeneracy: if a diagonal matrix commutes with the overlap, occupied orbital `i`
is even and virtual orbital `a` is odd under it, then the singlet kernel `γ` and the atom-diagonal
triplet kernel `W` give the excitation `i → a` the same eigenvalue `(ε_a - ε_i)²`. -/
theorem singlet_triplet_degenerate (atom : ι → α) {p : ι → ℝ} {S : Matrix ι ι ℝ}
    (hS : Commute (diagonal p) S) (εO : o → ℝ) (εV : v → ℝ)
    (cO : o → ι → ℝ) (cV : v → ι → ℝ) (i : o) (a : v)
    (hi : diagonal p *ᵥ cO i = cO i) (ha : diagonal p *ᵥ cV a = -cV a)
    (γ : Matrix α α ℝ) (W : α → ℝ) :
    responseMatrix atom S εO εV cO cV γ *ᵥ Pi.single (i, a) 1
        = (εV a - εO i) ^ 2 • (Pi.single (i, a) 1 : o × v → ℝ) ∧
      responseMatrix atom S εO εV cO cV (diagonal W) *ᵥ Pi.single (i, a) 1
        = (εV a - εO i) ^ 2 • (Pi.single (i, a) 1 : o × v → ℝ) :=
  ⟨excitation_independent_of_kernel atom hS εO εV cO cV i a hi ha γ,
    excitation_independent_of_kernel atom hS εO εV cO cV i a hi ha (diagonal W)⟩
```

## (g) No admixture to other states

Let \(q_x=0\), and let \(\Omega F=\Lambda F\) with \(\Lambda\ne\omega_x^2\). Show that

\[
F_x=0 .
\]

**Solution.** Row \(x\) of the matrix contains only its diagonal entry, since every coupling in it carries the factor \(q_x^T\). Component \(x\) of the eigenvalue equation is then

\[
\omega_x^2F_x=\Lambda F_x,\qquad\text{so}\qquad(\Lambda-\omega_x^2)F_x=0 ,
\]

and the first factor is not zero.

Part (d) used the column and this part uses the row, so \(K\) need not be symmetric. The proof names the row statement `row` and the factorised equation `h0`. A program may accordingly remove such an excitation from the matrix before diagonalising and add its energy to the list afterwards.

```lean
omit [DecidableEq α] in
/-- If the transition charges of excitation `x` vanish, every eigenvector of the Casida matrix
with an eigenvalue other than `ω_x²` has no component along `x`. -/
theorem no_admixture (ω : τ → ℝ) (q : τ → α → ℝ) (K : Matrix α α ℝ) (x : τ)
    (hq : q x = 0) {F : τ → ℝ} {Λ : ℝ} (hF : casida ω q K *ᵥ F = Λ • F)
    (hΛ : Λ ≠ ω x ^ 2) : F x = 0 := by
  -- the row of the Casida matrix that belongs to `x` is diagonal
  have row : ∀ y, casida ω q K x y = if x = y then ω x ^ 2 else 0 := by
    intro y
    simp [casida, hq]
  have h : (casida ω q K *ᵥ F) x = ω x ^ 2 * F x := by
    simp [Matrix.mulVec, dotProduct, row]
  rw [hF] at h
  simp only [Pi.smul_apply, smul_eq_mul] at h
  have h0 : (Λ - ω x ^ 2) * F x = 0 := by linear_combination h
  exact (mul_eq_zero.mp h0).resolve_left (sub_ne_zero.mpr hΛ)
```

## (h) The converse

Let \(\omega_x>0\). Show that

\[
\bigl(\Omega(K)e_x=\omega_x^2e_x\ \text{for every }K\bigr)\iff q_x=0 .
\]

**Solution.** From right to left this is (d). For the other direction, choose \(K=1\), the unit matrix, and read off component \(x\):

\[
\omega_x^2+4\omega_x\,q_x^{T}q_x=\omega_x^2 .
\]

Here \(\sqrt{\omega_x\omega_x}=\omega_x\), because \(\omega_x\) is positive. Hence \(4\omega_x\,q_x^Tq_x=0\). Dividing by \(4\omega_x\) leaves a vanishing sum of squares, so every charge is zero.

At \(\omega_x=0\) the square root removes the coupling whatever the charges are, which is why a zero gap is excluded. In the proof, `e` is the diagonal element for the unit kernel and `h2` is the equation before the division.

```lean
/-- An excitation of positive single-particle energy `ω_x` is an eigenvector with eigenvalue
`ω_x²` for every kernel exactly when all its transition charges vanish. -/
theorem kernel_independent_iff (ω : τ → ℝ) (q : τ → α → ℝ) (x : τ) (hω : 0 < ω x) :
    (∀ K : Matrix α α ℝ,
      casida ω q K *ᵥ Pi.single x 1 = ω x ^ 2 • (Pi.single x 1 : τ → ℝ)) ↔ q x = 0 := by
  refine ⟨fun h => ?_, fun hq K => casida_mulVec_single ω q K x hq⟩
  -- the unit kernel measures the sum of the squared charges
  have e : casida ω q 1 x x = ω x ^ 2 + 4 * ω x * (q x ⬝ᵥ q x) := by
    simp only [casida, Matrix.of_apply, ↓reduceIte, Matrix.one_mulVec,
      Real.sqrt_mul_self hω.le]
  have h1 := congrFun (h 1) x
  rw [Matrix.mulVec_single_one] at h1
  simp only [Matrix.col_apply, Pi.smul_apply, Pi.single_eq_same, smul_eq_mul, mul_one] at h1
  rw [e] at h1
  have h2 : 4 * ω x * (q x ⬝ᵥ q x) = 0 := by linarith
  exact dotProduct_self_eq_zero.mp ((mul_eq_zero.mp h2).resolve_left (by positivity))
```

## (i) A model with three atomic orbitals

Number the atomic orbitals 0, 1, 2, with orbital 0 even and orbitals 1 and 2 odd:

\[
S=\begin{pmatrix}1&0&0\\0&1&\tfrac12\\0&\tfrac12&1\end{pmatrix},\quad
p=(1,-1,-1),\quad c=(1,0,0),\quad d=(0,1,-1).
\]

Show that

\[
PS=SP,\quad Pc=c,\quad Pd=-d,\quad c^TSc=d^TSd=1 .
\]

**Solution.** The commutator has entries \((p_\mu-p_\nu)S_{\mu\nu}\). The only nonzero off-diagonal overlap joins orbitals 1 and 2, where \(p_1=p_2\), so the commutator vanishes. The parities can be read off. For the norms, \(c^TSc=S_{00}=1\) and \(d^TSd=1+1-2\cdot\tfrac12=1\).

The Lean proof checks the commutation and the two parities entry by entry, and evaluates the two norms by writing out the sums.

```lean
/-- For three atomic orbitals, one even and two odd with mutual overlap `1/2`, the diagonal parity
matrix commutes with the overlap, the orbital `(1, 0, 0)` is even, the orbital `(0, 1, -1)` is odd,
and both are normalised in the overlap. -/
theorem parity_witness :
    let S : Matrix (Fin 3) (Fin 3) ℝ := !![1, 0, 0; 0, 1, 1/2; 0, 1/2, 1]
    let p : Fin 3 → ℝ := ![1, -1, -1]
    let c : Fin 3 → ℝ := ![1, 0, 0]
    let d : Fin 3 → ℝ := ![0, 1, -1]
    Commute (diagonal p) S ∧ diagonal p *ᵥ c = c ∧ diagonal p *ᵥ d = -d ∧
      c ⬝ᵥ S *ᵥ c = 1 ∧ d ⬝ᵥ S *ᵥ d = 1 := by
  intro S p c d
  refine ⟨?_, ?_, ?_, ?_, ?_⟩
  · rw [commute_iff_eq]
    ext i j
    fin_cases i <;> fin_cases j <;> simp [S, p, Matrix.diagonal_mul, Matrix.mul_diagonal]
  · ext μ
    fin_cases μ <;> simp [p, c, Matrix.mulVec_diagonal]
  · ext μ
    fin_cases μ <;> simp [p, d, Matrix.mulVec_diagonal]
  · norm_num [S, c, Matrix.mulVec, dotProduct, Fin.sum_univ_succ]
  · norm_num [S, d, Matrix.mulVec, dotProduct, Fin.sum_univ_succ]

end

end TDDFTBDegeneracy
```

```lean
#print axioms TDDFTBDegeneracy.singlet_triplet_degenerate
#print axioms TDDFTBDegeneracy.no_admixture
#print axioms TDDFTBDegeneracy.kernel_independent_iff
```

```
'TDDFTBDegeneracy.singlet_triplet_degenerate' depends on axioms: [propext, Classical.choice, Quot.sound]
'TDDFTBDegeneracy.no_admixture' depends on axioms: [propext, Classical.choice, Quot.sound]
'TDDFTBDegeneracy.kernel_independent_iff' depends on axioms: [propext, Classical.choice, Quot.sound]
```

## Two excitations in numbers

Put orbitals 0 and 1 on atom \(A\) and orbital 2 on atom \(B\). Add the odd occupied orbital \(b=(0,1,1)/\sqrt3\), which is normalised and orthogonal to \(d\) in the overlap. Let \(d\) be the virtual orbital, and take energies \(-1\), \(-2\) and \(0\) for \(c\), \(b\) and \(d\), in arbitrary units.

For \(c\to d\), \(Sc=(1,0,0)\) and \(Sd=(0,\tfrac12,-\tfrac12)\), so both charges are zero. For \(b\to d\), \(Sb=(0,\tfrac32,\tfrac32)/\sqrt3\), and

\[
q_A=\tfrac12\cdot\tfrac1{\sqrt3}\bigl(\tfrac12+\tfrac32\bigr)=\tfrac1{\sqrt3},\qquad q_B=-\tfrac1{\sqrt3}.
\]

Choose \(\gamma_{AA}=\gamma_{BB}=0.5\), \(\gamma_{AB}=\gamma_{BA}=0.2\) and \(W_A=W_B=-0.03\). Then \(q^T\gamma q=\tfrac13(0.5+0.5-0.4)=0.2\) and \(q^T\mathrm{diag}(W)\,q=-0.02\). With the excitations in the order \(c\to d\), \(b\to d\),

\[
\Omega(\gamma)=\begin{pmatrix}1&0\\0&4+8(0.2)\end{pmatrix}=\begin{pmatrix}1&0\\0&5.6\end{pmatrix},\qquad
\Omega(\mathrm{diag}\,W)=\begin{pmatrix}1&0\\0&3.84\end{pmatrix}.
\]

The odd-to-odd excitation splits into a singlet at \(\sqrt{5.6}\approx2.37\) and a triplet at \(\sqrt{3.84}\approx1.96\). The even-to-odd excitation stays at 1 in both.
